# Infrared orthogonality catastrophe for a polaron in a power-law bath

Take a bath of oscillators whose frequencies $w$ run continuously from an infrared cutoff $\varepsilon$, with $0<\varepsilon<1$, up to $1$, with spectral density $J(w)=w$, numerical prefactors being absorbed into $J$. The overlap between its undisplaced and displaced ground states is

$$\exp\Big(-\int_\varepsilon^1\frac{J(w)}{w^2}\,dw\Big)=\exp\Big(-\int_\varepsilon^1\frac{dw}{w}\Big)=\varepsilon .$$

The overlap tends to zero as $\varepsilon\to0$, and the slow modes are responsible: the modes above any fixed positive frequency contribute only a fixed nonzero factor.

```lean
import Mathlib

open Filter Topology Set

namespace InfraredOrthogonality

noncomputable section
```

For a general spectral density $J$ and upper cutoff $W$, write

$$O_J(\varepsilon,W)=\exp\Big(-\int_\varepsilon^W\frac{J(w)}{w^2}\,dw\Big).$$

This formula for independent, linearly displaced oscillators is taken as the definition; it is not derived from bath states. Numerical prefactors are absorbed into $J$. The orthogonality catastrophe of a Fermi sea is not treated here.

```lean
/-- The polaron overlap for a bath of spectral density `J`, with infrared cutoff `ε` and
upper cutoff `W`; numerical prefactors are absorbed into `J`. -/
def polaronOverlap (J : ℝ → ℝ) (ε W : ℝ) : ℝ :=
  Real.exp (-(∫ w in ε..W, J w / w ^ 2))
```

The power-law bath has $J(w)=\alpha w^s$, where $\alpha$ is the coupling strength and the real exponent $s$ sets the weight of the slow modes.

```lean
/-- The power-law spectral density `α w^s`. -/
def powerLaw (α s : ℝ) (w : ℝ) : ℝ := α * w ^ s
```

## (a) The exponent of a power-law bath

Show that for $\varepsilon,W>0$

$$O_J(\varepsilon,W)=\exp\Big(-\alpha\int_\varepsilon^W w^{s-2}\,dw\Big).$$

**Solution.** Between the cutoffs $w>0$, so $\alpha w^s/w^2=\alpha w^{s-2}$, and the constant $\alpha$ comes out of the integral. In Lean, `integral_congr` reduces the claim to this pointwise identity.

```lean
/-- For a power-law bath the exponent of the overlap is `-α` times the integral of
`w^(s-2)` between the cutoffs. -/
theorem overlap_powerLaw (α s : ℝ) {ε W : ℝ} (hε : 0 < ε) (hW : 0 < W) :
    polaronOverlap (powerLaw α s) ε W
      = Real.exp (-(α * ∫ w in ε..W, w ^ (s - 2))) := by
  have h : (∫ w in ε..W, powerLaw α s w / w ^ 2) = α * ∫ w in ε..W, w ^ (s - 2) := by
    rw [← intervalIntegral.integral_const_mul]
    apply intervalIntegral.integral_congr
    intro w hw
    have hw0 : 0 < w := lt_of_lt_of_le (lt_min hε hW) (Set.mem_Icc.mp hw).1
    simp only [powerLaw]
    rw [Real.rpow_sub hw0, Real.rpow_two]
    ring
  rw [polaronOverlap, h]
```

## (b) Closed form away from $s=1$

For $s\neq1$, show that

$$O_J(\varepsilon,W)=\exp\Big(-\alpha\,\frac{W^{s-1}-\varepsilon^{s-1}}{s-1}\Big).$$

**Solution.** An antiderivative of $w^{s-2}$ is $w^{s-1}/(s-1)$. The Lean lemma `integral_rpow` is applied with two facts, proved first: the exponent is not $-1$, and $0$ lies outside the integration range.

```lean
/-- Closed form of the overlap at finite infrared cutoff when `s ≠ 1`. -/
theorem overlap_of_ne_one (α : ℝ) {s ε W : ℝ} (hs : s ≠ 1) (hε : 0 < ε) (hW : 0 < W) :
    polaronOverlap (powerLaw α s) ε W
      = Real.exp (-(α * ((W ^ (s - 1) - ε ^ (s - 1)) / (s - 1)))) := by
  have h0 : (0 : ℝ) ∉ Set.uIcc ε W := fun h =>
    not_le_of_gt (lt_min hε hW) (Set.mem_Icc.mp h).1
  have h1 : s - 2 ≠ -1 := fun h => hs (by linarith)
  rw [overlap_powerLaw α s hε hW, integral_rpow (Or.inr ⟨h1, h0⟩),
    show s - 2 + 1 = s - 1 by ring]
```

## (c) The ohmic bath

For $s=1$, show that

$$O_J(\varepsilon,W)=(\varepsilon/W)^\alpha .$$

**Solution.** The integral is $\int_\varepsilon^W dw/w=\ln(W/\varepsilon)$, and $e^{-\alpha\ln(W/\varepsilon)}=(\varepsilon/W)^\alpha$.

```lean
/-- For the ohmic bath, `s = 1`, the overlap is the power `α` of the ratio of the cutoffs. -/
theorem overlap_ohmic (α : ℝ) {ε W : ℝ} (hε : 0 < ε) (hW : 0 < W) :
    polaronOverlap (powerLaw α 1) ε W = (ε / W) ^ α := by
  have h : (∫ w in ε..W, w ^ ((1 : ℝ) - 2)) = Real.log (W / ε) := by
    rw [← integral_inv_of_pos hε hW]
    apply intervalIntegral.integral_congr
    intro w _
    show w ^ ((1 : ℝ) - 2) = w⁻¹
    rw [show (1 : ℝ) - 2 = -1 by norm_num, Real.rpow_neg_one]
  rw [overlap_powerLaw α 1 hε hW, h, Real.rpow_def_of_pos (div_pos hε hW),
    Real.log_div hW.ne' hε.ne', Real.log_div hε.ne' hW.ne']
  congr 1
  ring
```

## (d) Positive powers of the cutoff

For $p>0$, show that

$$\lim_{\varepsilon\to0^+}\varepsilon^p=0 .$$

**Solution.** Given $\eta>0$, every $0<\varepsilon<\eta^{1/p}$ satisfies $\varepsilon^p<\eta$. Lean instead uses continuity of $x^p$ at $0$, restricted to the right-hand neighbourhood `𝓝[>] 0`, which expresses $\varepsilon\to0^+$ throughout.

```lean
/-- A positive power of the infrared cutoff vanishes as the cutoff is removed. -/
theorem cutoff_rpow_tendsto_zero {p : ℝ} (hp : 0 < p) :
    Tendsto (fun ε : ℝ => ε ^ p) (𝓝[>] 0) (𝓝 0) := by
  have h := (Real.continuousAt_rpow_const 0 p (Or.inr (by linarith))).tendsto
  rw [Real.zero_rpow hp.ne'] at h
  exact h.mono_left nhdsWithin_le_nhds
```

## (e) Removing the cutoff

For $\alpha,W>0$, show that

$$\lim_{\varepsilon\to0^+}O_J(\varepsilon,W)=\begin{cases}\exp\big(-\alpha W^{s-1}/(s-1)\big), & s>1,\\ 0, & s\le1.\end{cases}$$

**Solution.** If $s>1$, then $\varepsilon^{s-1}\to0$ by (d), and continuity of the exponential in (b) gives the limit. If $s=1$, (c) gives $\varepsilon^\alpha/W^\alpha\to0$. If $s<1$, (b) reads

$$O_J(\varepsilon,W)=\exp\Big(-\frac{\alpha}{1-s}\big(\varepsilon^{-(1-s)}-W^{s-1}\big)\Big),$$

where $\varepsilon^{-(1-s)}\to\infty$, so the overlap vanishes.

The Lean statement is a conjunction of two implications, one for `1 < s` and one for `s ≤ 1`. Its proof takes the same three cases; `filter_upwards` restricts attention to positive $\varepsilon$, where the closed forms hold.

```lean
/-- **Infrared orthogonality catastrophe.** As the infrared cutoff is removed, the polaron overlap
of a power-law bath with `α > 0` tends to `exp(-α W^(s-1)/(s-1))` if `s > 1`, and to zero if `s ≤
1`. -/
theorem orthogonality_catastrophe {α W : ℝ} (hα : 0 < α) (hW : 0 < W) (s : ℝ) :
    (1 < s → Tendsto (fun ε => polaronOverlap (powerLaw α s) ε W) (𝓝[>] 0)
      (𝓝 (Real.exp (-(α * (W ^ (s - 1) / (s - 1))))))) ∧
    (s ≤ 1 → Tendsto (fun ε => polaronOverlap (powerLaw α s) ε W) (𝓝[>] 0) (𝓝 0)) := by
  constructor
  · intro hs
    -- the contribution of the lower limit vanishes
    have h := cutoff_rpow_tendsto_zero (sub_pos.mpr hs)
    have h2 := (((h.const_sub (W ^ (s - 1))).div_const (s - 1)).const_mul α).neg
    rw [sub_zero] at h2
    refine ((Real.continuous_exp.tendsto _).comp h2).congr' ?_
    filter_upwards [self_mem_nhdsWithin] with ε hε
    exact (overlap_of_ne_one α hs.ne' hε hW).symm
  · intro hs
    rcases hs.eq_or_lt with rfl | hs
    · -- ohmic case: a power law in the cutoff
      have h := (cutoff_rpow_tendsto_zero hα).div_const (W ^ α)
      rw [zero_div] at h
      refine h.congr' ?_
      filter_upwards [self_mem_nhdsWithin] with ε hε
      have hε' : 0 < ε := hε
      rw [overlap_ohmic α hε' hW, Real.div_rpow hε'.le hW.le]
    · -- sub-ohmic case: the exponent diverges
      have hp : 0 < 1 - s := sub_pos.mpr hs
      have h := (tendsto_rpow_atTop hp).comp (tendsto_inv_nhdsGT_zero (𝕜 := ℝ))
      have h2 := tendsto_atTop_add_const_right _ (-(α / (1 - s) * W ^ (s - 1)))
        (h.const_mul_atTop (div_pos hα hp))
      refine (Real.tendsto_exp_neg_atTop_nhds_zero.comp h2).congr' ?_
      filter_upwards [self_mem_nhdsWithin] with ε hε
      have hε' : 0 < ε := hε
      have e : (ε⁻¹) ^ (1 - s) = ε ^ (s - 1) := by
        rw [Real.inv_rpow hε'.le, ← Real.rpow_neg hε'.le, neg_sub]
      rw [overlap_of_ne_one α hs.ne hε' hW]
      simp only [Function.comp_apply]
      rw [e]
      congr 1
      have h3 : 1 - s ≠ 0 := hp.ne'
      rw [show s - 1 = -(1 - s) by ring, div_neg]
      field_simp
      ring
```

## (f) Which exponents give orthogonality

For $\alpha,W>0$, show that

$$\lim_{\varepsilon\to0^+}O_J(\varepsilon,W)=0\iff s\le1 .$$

**Solution.** One direction is (e). Conversely, if $s>1$ the limit is an exponential, hence nonzero, and limits are unique.

In this independent-oscillator model with $s\le1$, an overlap computed from the continuum of modes above a cutoff therefore tends to zero as the cutoff is lowered, instead of settling at a nonzero value.

```lean
/-- For `α > 0`, the overlap of a power-law bath vanishes in the infrared limit exactly when `s ≤
1`. -/
theorem overlap_vanishes_iff {α W : ℝ} (hα : 0 < α) (hW : 0 < W) (s : ℝ) :
    Tendsto (fun ε => polaronOverlap (powerLaw α s) ε W) (𝓝[>] 0) (𝓝 0) ↔ s ≤ 1 := by
  refine ⟨fun h => ?_, (orthogonality_catastrophe hα hW s).2⟩
  by_contra hs
  have h2 := (orthogonality_catastrophe hα hW s).1 (not_le.mp hs)
  exact Real.exp_ne_zero _ (tendsto_nhds_unique h2 h)
```

## (g) Integrability between positive cutoffs

Let $J$ be continuous on $(0,W]$ and $0<a\le b\le W$. Show that

$$\int_a^b\frac{|J(w)|}{w^2}\,dw<\infty .$$

**Solution.** On $[a,b]$ the denominator never vanishes, so the integrand is continuous on a compact interval.

```lean
/-- For a continuous spectral density, the integrand `J w / w ^ 2` of the exponent is integrable
between positive cutoffs. -/
theorem exponent_integrable {J : ℝ → ℝ} {a b W : ℝ} (hJ : ContinuousOn J (Ioc 0 W))
    (ha : 0 < a) (hab : a ≤ b) (hb : b ≤ W) :
    IntervalIntegrable (fun w => J w / w ^ 2) MeasureTheory.volume a b := by
  apply ContinuousOn.intervalIntegrable_of_Icc hab
  refine (hJ.mono fun w hw => ⟨lt_of_lt_of_le ha hw.1, hw.2.trans hb⟩).div
    (continuous_pow 2).continuousOn fun w hw => ?_
  exact pow_ne_zero 2 (lt_of_lt_of_le ha hw.1).ne'
```

## (h) A lower bound at low frequencies is enough

Let $J$ be continuous on $(0,W]$, with $J(w)\ge\alpha w^s$ on $(0,\delta]$, where $\alpha>0$, $s\le1$ and $0<\delta\le W$. Show that

$$\lim_{\varepsilon\to0^+}O_J(\varepsilon,W)=0 .$$

**Solution.** For $0<\varepsilon<\delta$, split the integral at $\delta$ and compare the lower part:

$$0\le O_J(\varepsilon,W)=O_J(\varepsilon,\delta)\,O_J(\delta,W)\le O_{\alpha w^s}(\varepsilon,\delta)\,O_J(\delta,W).$$

The first factor on the right vanishes by (e), and the second does not depend on $\varepsilon$. In Lean these steps are `hsplit`, `hmono` and the squeeze `squeeze_zero'`; (g) supplies the integrability they need.

Without the infrared bound the conclusion can fail: $J(w)=w^2$ with $W=1$ is continuous and positive, yet its overlap $e^{-(1-\varepsilon)}$ tends to $1/e$.

```lean
/-- If a continuous spectral density is at least `α w^s`, with `α > 0` and `s ≤ 1`, at all
frequencies up to some `δ > 0`, the polaron overlap tends to zero as the infrared cutoff is removed.
-/
theorem catastrophe_of_infrared_bound {J : ℝ → ℝ} {α s δ W : ℝ} (hα : 0 < α) (hs : s ≤ 1)
    (hδ : 0 < δ) (hδW : δ ≤ W) (hJ : ContinuousOn J (Ioc 0 W))
    (hlow : ∀ w ∈ Ioc 0 δ, powerLaw α s w ≤ J w) :
    Tendsto (fun ε => polaronOverlap J ε W) (𝓝[>] 0) (𝓝 0) := by
  have hP : ContinuousOn (powerLaw α s) (Ioc 0 δ) := by
    unfold powerLaw
    exact continuousOn_const.mul
      (continuousOn_id.rpow_const fun w hw => Or.inl (ne_of_gt hw.1))
  have h := ((orthogonality_catastrophe hα hδ s).2 hs).mul_const (polaronOverlap J δ W)
  rw [zero_mul] at h
  refine squeeze_zero' (Eventually.of_forall fun ε => (Real.exp_pos _).le) ?_ h
  filter_upwards [Ioo_mem_nhdsGT hδ] with ε hε
  -- split the frequency range at `δ` and compare the infrared parts
  have hsplit := intervalIntegral.integral_add_adjacent_intervals
    (exponent_integrable hJ hε.1 hε.2.le hδW) (exponent_integrable hJ hδ hδW le_rfl)
  have hmono := intervalIntegral.integral_mono_on hε.2.le
    (exponent_integrable hP hε.1 hε.2.le le_rfl)
    (exponent_integrable hJ hε.1 hε.2.le hδW)
    (fun w hw => div_le_div_of_nonneg_right
      (hlow w ⟨lt_of_lt_of_le hε.1 hw.1, hw.2⟩) (sq_nonneg w))
  unfold polaronOverlap
  rw [← Real.exp_add]
  apply Real.exp_le_exp.mpr
  linarith

end

end InfraredOrthogonality
```

```lean
#print axioms InfraredOrthogonality.orthogonality_catastrophe
#print axioms InfraredOrthogonality.overlap_vanishes_iff
#print axioms InfraredOrthogonality.catastrophe_of_infrared_bound
```

```
'InfraredOrthogonality.orthogonality_catastrophe' depends on axioms: [propext, Classical.choice, Quot.sound]
'InfraredOrthogonality.overlap_vanishes_iff' depends on axioms: [propext, Classical.choice, Quot.sound]
'InfraredOrthogonality.catastrophe_of_infrared_bound' depends on axioms: [propext, Classical.choice, Quot.sound]
```
